# The core C⁺AR⁺ is the unique least-norm minimiser of the Frobenius norm of A − CUR

Let $A$ be an $m\times n$ complex matrix, $C$ an $m\times k$ matrix and $R$ an $l\times n$ matrix. A core is a $k\times l$ matrix $U$, and its fit to $A$ is $CUR$. The superscript $H$ denotes the conjugate transpose, written `ᴴ` in Lean. In the code `m`, `n`, `k` and `l` are finite index types, and their numbers of elements are the dimensions.

```lean
import Mathlib

open Matrix

namespace OptimalCoreFitting

noncomputable section

variable {m n k l : Type*} [Fintype m] [Fintype n] [Fintype k] [Fintype l]
```

The squared Frobenius norm $\|M\|_F^2=\sum_{i,j}|M_{ij}|^2$ is `frobSq`. It carries no weights and no normalising factor.

```lean
/-- The squared Frobenius norm: the sum of the squared moduli of all entries. -/
def frobSq (M : Matrix m n ℂ) : ℝ := ∑ i, ∑ j, ‖M i j‖ ^ 2
```

Its square root is the norm $\|M\|_F$.

```lean
/-- The Frobenius norm of a complex matrix. -/
def frobNorm (M : Matrix m n ℂ) : ℝ := Real.sqrt (frobSq M)
```

A Penrose inverse $M^+$ of $M$ satisfies four equations: $MM^+M=M$, $M^+MM^+=M^+$, and both $MM^+$ and $M^+M$ are Hermitian. These two products are then orthogonal projectors, onto the column space of $M$ and of $M^H$ respectively. None of the four equations requires $M$ to be invertible, so linearly dependent columns or rows, such as redundant fitting functions produce, are allowed.

```lean
/-- `X` is the Penrose inverse of `M`: the four Penrose equations hold. -/
structure IsPenroseInverse (M : Matrix m n ℂ) (X : Matrix n m ℂ) : Prop where
  inner_eq : M * X * M = M
  outer_eq : X * M * X = X
  herm_left : (M * X)ᴴ = M * X
  herm_right : (X * M)ᴴ = X * M
```

The matrices $C^+$ and $R^+$ appear in Lean as `Cp` and `Rp`. The proposed core is $U_0=C^+AR^+$.

```lean
/-- The core matrix `C⁺ A R⁺` built from `A` and the matrices `C⁺` and `R⁺`. -/
def coreMatrix (Cp : Matrix k m ℂ) (A : Matrix m n ℂ) (Rp : Matrix n l ℂ) :
    Matrix k l ℂ := Cp * A * Rp
```

A best core is one whose error $\|A-CUR\|_F$ is at most that of every other core.

```lean
/-- `U` is a best core for fitting `A` by `C U R`: no other core has a smaller
Frobenius error. -/
def IsBestCore (A : Matrix m n ℂ) (C : Matrix m k ℂ) (R : Matrix l n ℂ)
    (U : Matrix k l ℂ) : Prop :=
  ∀ V : Matrix k l ℂ, frobNorm (A - C * U * R) ≤ frobNorm (A - C * V * R)
```

The parts below assume, where needed, that `Cp` and `Rp` satisfy the Penrose equations for $C$ and $R$; no rank condition is imposed. Every finite complex matrix has exactly one Penrose inverse; this fact is not proved here, so the inverses enter the theorems as given matrices that satisfy the four equations. For low-rank fitting of finite integral matrices in electronic-structure codes, the result identifies, in exact arithmetic and for fixed $C$ and $R$, the least-norm core among those that minimise the unweighted Frobenius error. It does not address how to select $C$ and $R$, or the effect of discarding small nonzero singular values when the inverses are computed.

## (a) The squared norm is nonnegative

**Task.** Show that $\|M\|_F^2\ge 0$.

**Solution.** It is a sum of squares of real numbers. Lean applies nonnegativity of sums once for the rows and once for the columns.

```lean
lemma frobSq_nonneg (M : Matrix m n ℂ) : 0 ≤ frobSq M :=
  Finset.sum_nonneg fun _ _ => Finset.sum_nonneg fun _ _ => sq_nonneg _
```

## (b) Comparing norms through their squares

**Task.** Show that $\|M\|_F\le\|N\|_F$ exactly when $\|M\|_F^2\le\|N\|_F^2$, even for matrices of different shapes.

**Solution.** The square root is strictly increasing on the nonnegative reals, and both squared norms are nonnegative by (a).

```lean
lemma frobNorm_le_iff {p q : Type*} [Fintype p] [Fintype q]
    (M : Matrix m n ℂ) (N : Matrix p q ℂ) :
    frobNorm M ≤ frobNorm N ↔ frobSq M ≤ frobSq N :=
  Real.sqrt_le_sqrt_iff (frobSq_nonneg N)
```

## (c) Only the zero matrix has zero norm

**Task.** Show that $\|M\|_F^2\le 0$ forces $M=0$.

**Solution.** For every entry,
$$|M_{ij}|^2\le\sum_{j'}|M_{ij'}|^2\le\|M\|_F^2\le 0,$$
so $M_{ij}=0$. The first two inequalities are `h1` and `h2` in the code.

```lean
lemma eq_zero_of_frobSq_le (M : Matrix m n ℂ) (h : frobSq M ≤ 0) : M = 0 := by
  ext i j
  have h1 : ‖M i j‖ ^ 2 ≤ ∑ j', ‖M i j'‖ ^ 2 :=
    Finset.single_le_sum (f := fun j' => ‖M i j'‖ ^ 2)
      (fun _ _ => sq_nonneg _) (Finset.mem_univ j)
  have h2 : ∑ j', ‖M i j'‖ ^ 2 ≤ frobSq M :=
    Finset.single_le_sum (f := fun i' => ∑ j', ‖M i' j'‖ ^ 2)
      (fun _ _ => Finset.sum_nonneg fun _ _ => sq_nonneg _) (Finset.mem_univ i)
  have h3 : ‖M i j‖ = 0 := by nlinarith [norm_nonneg (M i j)]
  simpa using h3
```

## (d) The squared norm as a trace

**Task.** Show that $\|M\|_F^2=\operatorname{tr}(M^HM)$.

**Solution.** The diagonal entries are $(M^HM)_{jj}=\sum_i\overline{M_{ij}}M_{ij}=\sum_i|M_{ij}|^2$. Summing over $j$ and exchanging the two sums gives the claim. The trace is a complex number, so Lean states the equality in $\mathbb C$.

```lean
/-- The squared Frobenius norm of `M` is the trace of `Mᴴ M`. -/
theorem frobSq_eq_trace (M : Matrix m n ℂ) : (frobSq M : ℂ) = trace (Mᴴ * M) := by
  simp only [frobSq, trace, diag_apply, mul_apply, conjTranspose_apply,
    Complex.ofReal_sum, Complex.ofReal_pow]
  rw [Finset.sum_comm]
  refine Finset.sum_congr rfl fun j _ => Finset.sum_congr rfl fun i _ => ?_
  exact (Complex.conj_mul' _).symm
```

## (e) Pythagoras for matrices

**Task.** Show that $\operatorname{tr}(X^HY)=0$ implies $\|X+Y\|_F^2=\|X\|_F^2+\|Y\|_F^2$.

**Solution.** By (d),
$$\|X+Y\|_F^2=\|X\|_F^2+\operatorname{tr}(X^HY)+\operatorname{tr}(Y^HX)+\|Y\|_F^2.$$
The first cross term vanishes by assumption. The second is its complex conjugate and so vanishes too, which is `h'` in the code. Lean expands in $\mathbb C$ and returns to $\mathbb R$ by injectivity of the embedding.

```lean
/-- Pythagoras for matrices: squared Frobenius norms add when `tr(Xᴴ Y) = 0`. -/
theorem frobSq_add_of_orthogonal (X Y : Matrix m n ℂ) (h : trace (Xᴴ * Y) = 0) :
    frobSq (X + Y) = frobSq X + frobSq Y := by
  have h' : trace (Yᴴ * X) = 0 := by
    have h2 := congrArg star h
    rwa [← trace_conjTranspose, conjTranspose_mul, conjTranspose_conjTranspose,
      star_zero] at h2
  apply Complex.ofReal_injective
  rw [Complex.ofReal_add]
  simp only [frobSq_eq_trace, conjTranspose_add, Matrix.add_mul, Matrix.mul_add,
    trace_add, h, h']
  ring
```

## (f) The normal equation

**Task.** Show that $C^H(A-CU_0R)R^H=0$.

**Solution.** Take the conjugate transpose of $CC^+C=C$ and use that $CC^+$ is Hermitian:
$$C^HCC^+=C^H.$$
In the same way, $RR^+R=R$ and the Hermitian product $R^+R$ give
$$R^+RR^H=R^H.$$
Hence
$$C^HCU_0RR^H=(C^HCC^+)A(R^+RR^H)=C^HAR^H,$$
and subtraction gives zero. The three displays are `h1`, `h2` and, for the regrouping in the last one, `h3`.

```lean
variable {A : Matrix m n ℂ} {C : Matrix m k ℂ} {R : Matrix l n ℂ}
  {Cp : Matrix k m ℂ} {Rp : Matrix n l ℂ}

/-- Normal equation: the residual of the core `C⁺ A R⁺` vanishes when multiplied by `Cᴴ` from the
left and `Rᴴ` from the right. -/
theorem core_normal_equation (hC : IsPenroseInverse C Cp) (hR : IsPenroseInverse R Rp) :
    Cᴴ * (A - C * coreMatrix Cp A Rp * R) * Rᴴ = 0 := by
  have h1 : Cᴴ * (C * Cp) = Cᴴ := by
    have h : (C * Cp * C)ᴴ = Cᴴ := by rw [hC.inner_eq]
    rwa [conjTranspose_mul, hC.herm_left] at h
  have h2 : Rp * R * Rᴴ = Rᴴ := by
    have h : (R * (Rp * R))ᴴ = Rᴴ := by rw [← Matrix.mul_assoc, hR.inner_eq]
    rwa [conjTranspose_mul, hR.herm_right] at h
  have h3 : Cᴴ * (C * coreMatrix Cp A Rp * R) * Rᴴ
      = (Cᴴ * (C * Cp)) * A * (Rp * R * Rᴴ) := by
    simp only [coreMatrix, Matrix.mul_assoc]
  rw [Matrix.mul_sub, Matrix.sub_mul, h3, h1, h2, sub_self]
```

## (g) The residual is orthogonal to every possible fit

**Task.** Let $E$ be an $m\times n$ matrix with $C^HER^H=0$. Show that $\operatorname{tr}(E^HCWR)=0$ for every $k\times l$ matrix $W$.

**Solution.** The conjugate transpose of the assumption is $RE^HC=0$. Cyclicity of the trace gives
$$\operatorname{tr}(E^HCWR)=\operatorname{tr}(RE^HCW)=0.$$
The `calc` block follows this line, with extra steps for the bracketing.

```lean
/-- A residual `E` with `Cᴴ E Rᴴ = 0` is orthogonal to every matrix `C W R`. -/
theorem residual_orthogonal {E : Matrix m n ℂ} (hE : Cᴴ * E * Rᴴ = 0)
    (W : Matrix k l ℂ) : trace (Eᴴ * (C * W * R)) = 0 := by
  have h : R * (Eᴴ * C) = 0 := by
    have h2 := congrArg conjTranspose hE
    simpa only [conjTranspose_mul, conjTranspose_conjTranspose, conjTranspose_zero] using h2
  calc trace (Eᴴ * (C * W * R)) = trace ((Eᴴ * C * W) * R) := by
        simp only [Matrix.mul_assoc]
    _ = trace (R * (Eᴴ * C * W)) := trace_mul_comm _ _
    _ = trace (R * (Eᴴ * C) * W) := by simp only [Matrix.mul_assoc]
    _ = 0 := by rw [h, Matrix.zero_mul, trace_zero]
```

## (h) Splitting the error of an arbitrary core

**Task.** Show that
$$\|A-CUR\|_F^2=\|A-CU_0R\|_F^2+\|C(U_0-U)R\|_F^2.$$

**Solution.** Write
$$A-CUR=(A-CU_0R)+C(U_0-U)R.$$
By (f) and (g), with $W=U_0-U$, the two terms are orthogonal, and (e) applies. Lean first rewrites the right-hand side by Pythagoras, then verifies this decomposition with `abel`.

```lean
/-- The squared error of any core `U` is that of `C⁺ A R⁺` plus the squared norm of the
difference of the two fits. -/
theorem core_error_split (hC : IsPenroseInverse C Cp) (hR : IsPenroseInverse R Rp)
    (U : Matrix k l ℂ) :
    frobSq (A - C * U * R) = frobSq (A - C * coreMatrix Cp A Rp * R)
      + frobSq (C * (coreMatrix Cp A Rp - U) * R) := by
  rw [← frobSq_add_of_orthogonal _ _ (residual_orthogonal (core_normal_equation hC hR) _)]
  congr 1
  rw [Matrix.mul_sub, Matrix.sub_mul]
  abel
```

## (i) Fitted and residual parts of A

**Task.** Show that $\|A\|_F^2=\|A-CU_0R\|_F^2+\|CU_0R\|_F^2$.

**Solution.** Set $U=0$ in (h).

```lean
/-- The squared norm of `A` is the squared norm of the residual plus that of the fit
obtained with the core `C⁺ A R⁺`. -/
theorem fitted_plus_residual (hC : IsPenroseInverse C Cp) (hR : IsPenroseInverse R Rp) :
    frobSq A = frobSq (A - C * coreMatrix Cp A Rp * R)
      + frobSq (C * coreMatrix Cp A Rp * R) := by
  have h := core_error_split (A := A) hC hR 0
  rwa [Matrix.mul_zero, Matrix.zero_mul, sub_zero, sub_zero] at h
```

## (j) All best cores give the same fit

**Task.** Show that $U$ is a best core if and only if $CUR=CU_0R$.

**Solution.** Suppose $U$ is a best core. Comparing it with $U_0$ gives $\|A-CUR\|_F^2\le\|A-CU_0R\|_F^2$. By (h) this means $\|C(U_0-U)R\|_F^2\le 0$, so $C(U_0-U)R=0$ by (c).

Conversely, if the fits agree, $U$ has the same error as $U_0$. By (h), applied to any competitor $V$, that error is at most the error of $V$. The two bullets of the Lean proof are these two directions.

```lean
/-- A core `U` is a best core exactly when it gives the same fit as `C⁺ A R⁺`. -/
theorem isBestCore_iff (hC : IsPenroseInverse C Cp) (hR : IsPenroseInverse R Rp)
    (U : Matrix k l ℂ) :
    IsBestCore A C R U ↔ C * U * R = C * coreMatrix Cp A Rp * R := by
  constructor
  · intro h
    have h1 := (frobNorm_le_iff _ _).1 (h (coreMatrix Cp A Rp))
    have h2 := core_error_split (A := A) hC hR U
    have h3 := eq_zero_of_frobSq_le (C * (coreMatrix Cp A Rp - U) * R) (by linarith)
    rw [Matrix.mul_sub, Matrix.sub_mul] at h3
    exact (sub_eq_zero.1 h3).symm
  · intro h V
    rw [frobNorm_le_iff, h, core_error_split hC hR V]
    linarith [frobSq_nonneg (C * (coreMatrix Cp A Rp - V) * R)]
```

## (k) Splitting the norm of a best core

**Task.** Suppose $CUR=CU_0R$. Show that $\|U\|_F^2=\|U_0\|_F^2+\|U-U_0\|_F^2$.

**Solution.** Put $D=U-U_0$, so that $CDR=0$. The equations $C^+CC^+=C^+$ and $R^+RR^+=R^+$ give
$$U_0=C^+C\,U_0\,RR^+.$$
Since $C^+C$ and $RR^+$ are Hermitian, $U_0^H=RR^+U_0^HC^+C$. Therefore
$$\operatorname{tr}(U_0^HD)=\operatorname{tr}(RR^+U_0^HC^+CD)=\operatorname{tr}(U_0^HC^+(CDR)R^+)=0,$$
and (e) applied to $U=U_0+D$ finishes the argument. In Lean, `hD` is $CDR=0$, `h0` and `h1` are the two projector identities, and `h2` is the orthogonality. There `generalize` replaces $U_0^H$ by `K` and the difference by `D`.

```lean
/-- If `U` gives the same fit as `C⁺ A R⁺`, its squared norm is that of `C⁺ A R⁺` plus
that of the difference of the two cores. -/
theorem core_norm_split (hC : IsPenroseInverse C Cp) (hR : IsPenroseInverse R Rp)
    (U : Matrix k l ℂ) (hU : C * U * R = C * coreMatrix Cp A Rp * R) :
    frobSq U = frobSq (coreMatrix Cp A Rp) + frobSq (U - coreMatrix Cp A Rp) := by
  have hD : C * (U - coreMatrix Cp A Rp) * R = 0 := by
    rw [Matrix.mul_sub, Matrix.sub_mul, hU, sub_self]
  -- the core is unchanged by the projectors `C⁺ C` and `R R⁺`
  have h0 : coreMatrix Cp A Rp = (Cp * C) * coreMatrix Cp A Rp * (R * Rp) := by
    calc coreMatrix Cp A Rp = (Cp * C * Cp) * A * (Rp * R * Rp) := by
          rw [hC.outer_eq, hR.outer_eq, coreMatrix]
      _ = _ := by simp only [coreMatrix, Matrix.mul_assoc]
  have h1 : (coreMatrix Cp A Rp)ᴴ = (R * Rp) * ((coreMatrix Cp A Rp)ᴴ * (Cp * C)) := by
    refine (congrArg conjTranspose h0).trans ?_
    rw [conjTranspose_mul, hR.herm_left, conjTranspose_mul, hC.herm_right]
  have h2 : trace ((coreMatrix Cp A Rp)ᴴ * (U - coreMatrix Cp A Rp)) = 0 := by
    generalize U - coreMatrix Cp A Rp = D at hD ⊢
    generalize (coreMatrix Cp A Rp)ᴴ = K at h1 ⊢
    calc trace (K * D) = trace ((R * Rp) * (K * (Cp * C)) * D) := by rw [← h1]
      _ = trace ((R * Rp) * (K * (Cp * C) * D)) := by rw [Matrix.mul_assoc (R * Rp)]
      _ = trace ((K * (Cp * C) * D) * (R * Rp)) := trace_mul_comm _ _
      _ = trace (K * Cp * (C * D * R) * Rp) := by simp only [Matrix.mul_assoc]
      _ = 0 := by rw [hD, Matrix.mul_zero, Matrix.zero_mul, trace_zero]
  rw [← frobSq_add_of_orthogonal _ _ h2, add_sub_cancel]
```

## (l) Optimality, least norm and uniqueness

**Task.** Show that $U_0$ is a best core, that every best core $U$ satisfies $\|U_0\|_F\le\|U\|_F$, and that equality holds only for $U=U_0$.

**Solution.** The fit of $U_0$ trivially equals itself, so $U_0$ is a best core by (j). If $U$ is another best core, (j) and (k) give
$$\|U\|_F^2=\|U_0\|_F^2+\|U-U_0\|_F^2\ge\|U_0\|_F^2.$$
If the norms are equal, the term $\|U-U_0\|_F^2$ is zero, and $U=U_0$ by (c). The uniqueness concerns the least-norm core: several best cores may exist, all with the same fit.

```lean
/-- The core `C⁺ A R⁺` minimises the Frobenius norm of `A - C U R`; among all minimisers
it has the least Frobenius norm, and it is the only one with that norm. -/
theorem optimal_core (hC : IsPenroseInverse C Cp) (hR : IsPenroseInverse R Rp) :
    IsBestCore A C R (coreMatrix Cp A Rp) ∧
      ∀ U, IsBestCore A C R U →
        frobNorm (coreMatrix Cp A Rp) ≤ frobNorm U ∧
          (frobNorm U = frobNorm (coreMatrix Cp A Rp) → U = coreMatrix Cp A Rp) := by
  refine ⟨(isBestCore_iff hC hR _).2 rfl, fun U hU => ?_⟩
  have h := core_norm_split hC hR U ((isBestCore_iff hC hR U).1 hU)
  refine ⟨(frobNorm_le_iff _ _).2 ?_, fun he => ?_⟩
  · linarith [frobSq_nonneg (U - coreMatrix Cp A Rp)]
  · have h1 := (frobNorm_le_iff _ _).1 he.le
    exact sub_eq_zero.1 (eq_zero_of_frobSq_le _ (by linarith))
```

## (m) A singular matrix with its Penrose inverse

**Task.** With $i$ now denoting the imaginary unit, verify the four Penrose equations for
$$M=\begin{pmatrix}1&i\\0&0\end{pmatrix},\qquad X=\begin{pmatrix}1/2&0\\-i/2&0\end{pmatrix}.$$

**Solution.** The products are
$$MX=\begin{pmatrix}1&0\\0&0\end{pmatrix},\qquad XM=\begin{pmatrix}1/2&i/2\\-i/2&1/2\end{pmatrix}.$$
Both are Hermitian. Multiplying $M$ from the left by $MX$ leaves it unchanged, and so does multiplying $X$ from the right by $MX$, which gives the other two equations. This example shows that the hypothesis on $C$ or $R$ can be met by a matrix without an ordinary inverse. Lean checks each equation entry by entry.

```lean
/-- A singular complex 2 by 2 matrix together with its Penrose inverse. -/
theorem isPenroseInverse_witness :
    IsPenroseInverse !![1, Complex.I; 0, 0] !![1 / 2, 0; -Complex.I / 2, 0] := by
  constructor <;> ext i j <;> fin_cases i <;> fin_cases j <;>
    simp [Matrix.mul_apply, Fin.sum_univ_succ, Complex.ext_iff] <;> norm_num

end

end OptimalCoreFitting
```

```lean
#print axioms OptimalCoreFitting.fitted_plus_residual
#print axioms OptimalCoreFitting.optimal_core
```

```
'OptimalCoreFitting.fitted_plus_residual' depends on axioms: [propext, Classical.choice, Quot.sound]
'OptimalCoreFitting.optimal_core' depends on axioms: [propext, Classical.choice, Quot.sound]
```
